# The Pauli vector product for noncommuting operators, and g = 2 from the Pauli kinetic energy

The operators in this note are elements of an arbitrary associative algebra with unit over the complex numbers, and no Hilbert space is fixed. The spin enters through the multiplication rules of the Pauli matrices and the assumption that they commute with the orbital operators. The components of a vector operator need not commute with one another, so the scalar and vector products keep their factors in the order written. The same statement then applies to matrices in a program and to differential operators acting on smooth spinor functions.

Components are numbered 0, 1, 2, and index sums such as \(j+1\) are taken modulo 3. The imaginary unit is \(\mathrm i\). For triples \(A\) and \(B\), define

\[
A\cdot B=\sum_j A_jB_j,\qquad
(A\times B)_j=A_{j+1}B_{j+2}-A_{j+2}B_{j+1}.
\]

A Pauli triple \(\sigma\) satisfies \(\sigma_j^2=1\) and \(\sigma_{j+1}\sigma_{j+2}=\mathrm i\sigma_j\). If every \(\sigma_j\) commutes with every \(A_k\), then for any triple \(B\)

\[
(\sigma\cdot A)(\sigma\cdot B)=A\cdot B+\mathrm i\,\sigma\cdot(A\times B).
\]

For the second formula, \(B\) is no longer arbitrary. If in addition \([A_{j+1},A_{j+2}]=\mathrm i q B_j\) for a complex number \(q\), as holds for the kinetic momentum \(A\) of a particle with charge \(q\) in a magnetic field \(B\) when \(\hbar=1\), then

\[
(\sigma\cdot A)^2=A\cdot A-q\,\sigma\cdot B .
\]

## Where the identity enters a code

A program for one electron in a magnetic field can apply \(\sigma\cdot A\) twice, with \(A\) the kinetic momentum, or it can apply \(A\cdot A\) and add a Zeeman term. By the second formula, the two routes agree if that term is \(-q\,\sigma\cdot B\), before division by \(2m\), and the operators in the program obey the commutation relations.

Some two-component relativistic methods use the one-electron operator \((\sigma\cdot p)V(\sigma\cdot p)\), with \(p\) the momentum and \(V\) a spin-independent potential. Taking \(A_j=p_j\) and \(B_j=Vp_j\) in the product formula splits it into the spin-free part \(\sum_j p_jVp_j\) and the spin-orbit part \(\mathrm i\,\sigma\cdot(p\times Vp)\).

## Expanding the nine terms

The products in reverse order come first. Shifting the index in the cyclic rule gives \(\sigma_{j+2}\sigma_j=\mathrm i\sigma_{j+1}\), so \(\sigma_{j+1}=-\mathrm i\sigma_{j+2}\sigma_j\) and

\[
\sigma_{j+2}\sigma_{j+1}=-\mathrm i\,\sigma_{j+2}^2\sigma_j=-\mathrm i\sigma_j .
\]

Since \(\sigma\) commutes with \(A\), each term of the product can be reordered:

\[
\sigma_jA_j\,\sigma_kB_k=\sigma_j\sigma_k\,A_jB_k .
\]

Only the second Pauli factor moves, and it moves past \(A_j\), so nothing is required of \(B\). The three terms with \(j=k\) add up to \(A\cdot B\). The other six form three pairs, one for each \(j\):

\[
\sigma_{j+1}\sigma_{j+2}A_{j+1}B_{j+2}+\sigma_{j+2}\sigma_{j+1}A_{j+2}B_{j+1}
=\mathrm i\sigma_j(A\times B)_j .
\]

This is the product formula. For the square, put \(A\) in place of \(B\). The commutation relations say \((A\times A)_j=\mathrm i qB_j\), and \(\mathrm i\cdot\mathrm i q=-q\) gives the second formula.

## Recovering the field and the g-factor

Suppose now that \(\sigma\) also commutes with \(B\). Then

\[
\sigma_k(\sigma\cdot B)+(\sigma\cdot B)\sigma_k
=\sum_j(\sigma_k\sigma_j+\sigma_j\sigma_k)B_j=2B_k ,
\]

because distinct Pauli components anticommute. Hence \(\sigma\cdot B=0\) forces \(B=0\).

This gives a converse. If the squared formula holds, comparison with the product formula yields \(\mathrm i\,\sigma\cdot(A\times A)=-q\,\sigma\cdot B\), or \(\sigma\cdot(A\times A)=\mathrm i q\,\sigma\cdot B\). The triple \(D_j=(A\times A)_j-\mathrm i qB_j\) commutes with \(\sigma\) and has \(\sigma\cdot D=0\). Therefore \(D=0\), which is the set of commutation relations.

For the g-factor, assume that \(A\) commutes with \(\sigma\) and obeys the commutation relations with field \(B\). Let \(S=\sigma/2\) be the spin and let the mass \(m\), the charge \(q\) and the field \(B\) be nonzero. Consider the proposed form

\[
\frac{(\sigma\cdot A)^2}{2m}=\frac{A\cdot A}{2m}-g\,\frac{q}{2m}\,S\cdot B .
\]

The squared formula turns the left side into \(A\cdot A/2m-(q/2m)\,\sigma\cdot B\), while the last term on the right is \(-(gq/4m)\,\sigma\cdot B\). The equation is therefore equivalent to

\[
(g-2)\,\frac{q}{4m}\,\sigma\cdot B=0 .
\]

Each \(B_j\) is a multiple of a commutator of components of \(A\), so it commutes with \(\sigma\), and \(\sigma\cdot B\neq0\). The equation holds exactly when \(g=2\).

## The Lean file

```lean
import Mathlib

open Complex (I I_mul_I I_ne_zero)
open scoped Kronecker

namespace PauliVectorProducts

noncomputable section

variable {R : Type*} [Ring R] [Algebra ℂ R]

/-- A Pauli triple: each component squares to one, and the product of two
components in cyclic order is `i` times the third. -/
structure IsPauliTriple (σ : Fin 3 → R) : Prop where
  sq : ∀ j, σ j * σ j = 1
  cyc : ∀ j, σ (j + 1) * σ (j + 2) = I • σ j

/-- The scalar product of two operator triples, in the order written. -/
def dot (A B : Fin 3 → R) : R := ∑ j, A j * B j

/-- The vector product of two operator triples, with the factors of `A` on the left. -/
def cross (A B : Fin 3 → R) (j : Fin 3) : R :=
  A (j + 1) * B (j + 2) - A (j + 2) * B (j + 1)

/-- The commutation relations `[A_j, A_k] = i q ε_jkl B_l` of a kinetic momentum `A`
for charge `q` in a magnetic field `B`, in units with `ħ = 1`. -/
def KineticCommutator (q : ℂ) (A B : Fin 3 → R) : Prop :=
  ∀ j, A (j + 1) * A (j + 2) - A (j + 2) * A (j + 1) = (I * q) • B j

/-- The product of two Pauli components in anticyclic order is `-i` times the third. -/
theorem IsPauliTriple.rev {σ : Fin 3 → R} (hσ : IsPauliTriple σ) (j : Fin 3) :
    σ (j + 2) * σ (j + 1) = (-I) • σ j := by
  have e : ∀ k : Fin 3, k + 1 + 1 = k + 2 ∧ k + 1 + 2 = k := by decide
  have h := hσ.cyc (j + 1)
  rw [(e j).1, (e j).2] at h
  calc σ (j + 2) * σ (j + 1) = -(I • (σ (j + 2) * (I • σ (j + 1)))) := by
        rw [mul_smul_comm, smul_smul, I_mul_I, neg_one_smul, neg_neg]
    _ = (-I) • σ j := by rw [← h, ← mul_assoc, hσ.sq, one_mul, neg_smul]

/-- The six products of distinct components of a Pauli triple. -/
theorem IsPauliTriple.table {σ : Fin 3 → R} (hσ : IsPauliTriple σ) :
    (σ 0 * σ 1 = I • σ 2 ∧ σ 1 * σ 2 = I • σ 0 ∧ σ 2 * σ 0 = I • σ 1) ∧
    (σ 1 * σ 0 = (-I) • σ 2 ∧ σ 2 * σ 1 = (-I) • σ 0 ∧ σ 0 * σ 2 = (-I) • σ 1) :=
  ⟨⟨hσ.cyc 2, hσ.cyc 0, hσ.cyc 1⟩, ⟨hσ.rev 2, hσ.rev 0, hσ.rev 1⟩⟩

/-- The Pauli vector product `(σ·A)(σ·B) = A·B + i σ·(A × B)` for operator triples,
where `σ` commutes with `A`. -/
theorem pauli_vector_product {σ A : Fin 3 → R} (hσ : IsPauliTriple σ)
    (hA : ∀ i j, Commute (σ i) (A j)) (B : Fin 3 → R) :
    dot σ A * dot σ B = dot A B + I • dot σ (cross A B) := by
  obtain ⟨⟨h01, h12, h20⟩, ⟨h10, h21, h02⟩⟩ := hσ.table
  -- Move the second Pauli factor to the left of `A`.
  have key : ∀ i j, σ i * A i * (σ j * B j) = σ i * σ j * (A i * B j) := by
    intro i j
    rw [mul_assoc, ← mul_assoc (A i), ← (hA j i).eq]
    simp only [mul_assoc]
  have c0 : cross A B 0 = A 1 * B 2 - A 2 * B 1 := rfl
  have c1 : cross A B 1 = A 2 * B 0 - A 0 * B 2 := rfl
  have c2 : cross A B 2 = A 0 * B 1 - A 1 * B 0 := rfl
  -- Equal indices give the scalar part, distinct ones the vector part.
  simp only [dot, Fin.sum_univ_three, c0, c1, c2, add_mul, mul_add, mul_sub, key,
    hσ.sq, h01, h12, h20, h10, h21, h02, one_mul, smul_mul_assoc]
  module

/-- For a kinetic momentum `A` commuting with `σ`, the square of `σ·A` is
`A·A - q σ·B`. -/
theorem pauli_square {σ A B : Fin 3 → R} {q : ℂ} (hσ : IsPauliTriple σ)
    (hA : ∀ i j, Commute (σ i) (A j)) (h : KineticCommutator q A B) :
    dot σ A * dot σ A = dot A A - q • dot σ B := by
  have hc : cross A A = fun j => (I * q) • B j := funext h
  have hd : dot σ (fun j => (I * q) • B j) = (I * q) • dot σ B := by
    simp only [dot, mul_smul_comm, Finset.smul_sum]
  rw [pauli_vector_product hσ hA A, hc, hd, smul_smul, ← mul_assoc, I_mul_I,
    neg_one_mul, neg_smul, sub_eq_add_neg]

/-- The anticommutator of `σ_k` with `σ·B` is `2 B_k` when `σ` commutes with `B`. -/
theorem anticommutator_dot {σ B : Fin 3 → R} (hσ : IsPauliTriple σ)
    (hB : ∀ i j, Commute (σ i) (B j)) (k : Fin 3) :
    σ k * dot σ B + dot σ B * σ k = (2 : ℂ) • B k := by
  obtain ⟨⟨h01, h12, h20⟩, ⟨h10, h21, h02⟩⟩ := hσ.table
  have key : ∀ i j, σ i * B i * σ j = σ i * σ j * B i := by
    intro i j
    rw [mul_assoc, ← (hB j i).eq, mul_assoc]
  obtain rfl | rfl | rfl := (by decide : ∀ k : Fin 3, k = 0 ∨ k = 1 ∨ k = 2) k
  all_goals
    simp only [dot, Fin.sum_univ_three, mul_add, add_mul, ← mul_assoc, key,
      hσ.sq, h01, h12, h20, h10, h21, h02, one_mul, smul_mul_assoc]
    module

/-- If `σ` commutes with `B` and `σ·B` vanishes, then every component of `B` vanishes. -/
theorem eq_zero_of_dot_eq_zero {σ B : Fin 3 → R} (hσ : IsPauliTriple σ)
    (hB : ∀ i j, Commute (σ i) (B j)) (h0 : dot σ B = 0) : B = 0 := by
  funext k
  have h := anticommutator_dot hσ hB k
  rw [h0, mul_zero, zero_mul, add_zero] at h
  calc B k = (1 / 2 : ℂ) • ((2 : ℂ) • B k) := by module
    _ = 0 := by rw [← h, smul_zero]

/-- For `A` and `B` commuting with `σ`, the formula `(σ·A)² = A·A - q σ·B` holds exactly
when `A` obeys the kinetic commutation relations with field `B`. -/
theorem pauli_square_iff {σ A B : Fin 3 → R} {q : ℂ} (hσ : IsPauliTriple σ)
    (hA : ∀ i j, Commute (σ i) (A j)) (hB : ∀ i j, Commute (σ i) (B j)) :
    dot σ A * dot σ A = dot A A - q • dot σ B ↔ KineticCommutator q A B := by
  refine ⟨fun h => ?_, pauli_square hσ hA⟩
  have e := h.symm.trans (pauli_vector_product hσ hA A)
  rw [sub_eq_add_neg] at e
  have e' := (add_left_cancel e).symm
  -- The difference of the two vector parts has vanishing product with `σ`.
  have hz : dot σ (fun j => cross A A j - (I * q) • B j) = 0 := by
    calc dot σ (fun j => cross A A j - (I * q) • B j)
        = dot σ (cross A A) - (I * q) • dot σ B := by
          simp only [dot, mul_sub, mul_smul_comm, Finset.sum_sub_distrib, Finset.smul_sum]
      _ = -(I • (I • dot σ (cross A A))) - (I * q) • dot σ B := by
          rw [smul_smul, I_mul_I, neg_one_smul, neg_neg]
      _ = 0 := by rw [e']; module
  have hv := eq_zero_of_dot_eq_zero hσ (fun i j =>
    (((hA i _).mul_right (hA i _)).sub_right ((hA i _).mul_right (hA i _))).sub_right
      ((hB i j).smul_right (I * q))) hz
  exact fun j => sub_eq_zero.mp (congrFun hv j)

/-- Let `A` commute with `σ` and obey the kinetic commutation relations with field `B`. For nonzero
mass, charge and field, the Pauli kinetic energy `(σ·A)²/2m` equals `A·A/2m - g (q/2m) S·B` with
spin `S = σ/2` exactly when `g = 2`. -/
theorem zeeman_g_factor {σ A B : Fin 3 → R} {m q : ℂ} (g : ℂ) (hσ : IsPauliTriple σ)
    (hA : ∀ i j, Commute (σ i) (A j)) (h : KineticCommutator q A B)
    (hm : m ≠ 0) (hq : q ≠ 0) (hB : B ≠ 0) :
    (1 / (2 * m)) • (dot σ A * dot σ A) =
      (1 / (2 * m)) • dot A A - (g * q / (2 * m)) • dot (fun j => (1 / 2 : ℂ) • σ j) B
    ↔ g = 2 := by
  -- Each field component is a multiple of a commutator of momenta, so it commutes with the spin.
  have hc : ∀ i j, Commute (σ i) (B j) := by
    intro i j
    have hb : B j = (I * q)⁻¹ • (A (j + 1) * A (j + 2) - A (j + 2) * A (j + 1)) := by
      rw [h j, smul_smul, inv_mul_cancel₀ (mul_ne_zero I_ne_zero hq), one_smul]
    rw [hb]
    exact (((hA i _).mul_right (hA i _)).sub_right
      ((hA i _).mul_right (hA i _))).smul_right _
  have hY : dot σ B ≠ 0 := fun h0 => hB (eq_zero_of_dot_eq_zero hσ hc h0)
  have hS : dot (fun j => (1 / 2 : ℂ) • σ j) B = (1 / 2 : ℂ) • dot σ B := by
    simp only [dot, smul_mul_assoc, Finset.smul_sum]
  rw [pauli_square hσ hA h, hS]
  constructor
  · intro e
    have hz : ((g - 2) * (q / (4 * m))) • dot σ B = 0 := by
      linear_combination (norm := module) e
    have hg := (smul_eq_zero.mp hz).resolve_right hY
    have hn : q / (4 * m) ≠ 0 := div_ne_zero hq (mul_ne_zero (by norm_num) hm)
    exact sub_eq_zero.mp ((mul_eq_zero.mp hg).resolve_right hn)
  · rintro rfl
    module

/-- The three Pauli matrices. -/
def pauli : Fin 3 → Matrix (Fin 2) (Fin 2) ℂ :=
  ![!![0, 1; 1, 0], !![0, -I; I, 0], !![1, 0; 0, -1]]

/-- The Pauli matrices form a Pauli triple. -/
theorem pauli_isPauliTriple : IsPauliTriple pauli := by
  constructor
  · intro j
    obtain rfl | rfl | rfl := (by decide : ∀ k : Fin 3, k = 0 ∨ k = 1 ∨ k = 2) j
    all_goals
      ext a b
      fin_cases a <;> fin_cases b <;> simp [pauli, Matrix.mul_apply, Fin.sum_univ_two]
  · intro j
    obtain rfl | rfl | rfl := (by decide : ∀ k : Fin 3, k = 0 ∨ k = 1 ∨ k = 2) j
    · change pauli 1 * pauli 2 = I • pauli 0
      ext a b
      fin_cases a <;> fin_cases b <;> simp [pauli, Matrix.mul_apply, Fin.sum_univ_two]
    · change pauli 2 * pauli 0 = I • pauli 1
      ext a b
      fin_cases a <;> fin_cases b <;> simp [pauli, Matrix.mul_apply, Fin.sum_univ_two]
    · change pauli 0 * pauli 1 = I • pauli 2
      ext a b
      fin_cases a <;> fin_cases b <;> simp [pauli, Matrix.mul_apply, Fin.sum_univ_two]

/-- On two spin-1/2 factors, the Pauli matrices of the first factor commute with those of
the second, which obey the kinetic commutation relations with `q = 2` and `B = A ≠ 0`. -/
theorem kineticCommutator_witness :
    IsPauliTriple (fun j => pauli j ⊗ₖ (1 : Matrix (Fin 2) (Fin 2) ℂ)) ∧
    (∀ i j, Commute (pauli i ⊗ₖ (1 : Matrix (Fin 2) (Fin 2) ℂ))
      ((1 : Matrix (Fin 2) (Fin 2) ℂ) ⊗ₖ pauli j)) ∧
    KineticCommutator 2 (fun j => (1 : Matrix (Fin 2) (Fin 2) ℂ) ⊗ₖ pauli j)
      (fun j => (1 : Matrix (Fin 2) (Fin 2) ℂ) ⊗ₖ pauli j) ∧
    (fun j => (1 : Matrix (Fin 2) (Fin 2) ℂ) ⊗ₖ pauli j) ≠ 0 := by
  have hp := pauli_isPauliTriple
  refine ⟨⟨fun j => ?_, fun j => ?_⟩, fun i j => ?_, fun j => ?_, fun h => ?_⟩
  · simp only [← Matrix.mul_kronecker_mul, hp.sq, one_mul, Matrix.one_kronecker_one]
  · simp only [← Matrix.mul_kronecker_mul, hp.cyc, one_mul, Matrix.smul_kronecker]
  · simp only [Commute, SemiconjBy, ← Matrix.mul_kronecker_mul, one_mul, mul_one]
  · simp only [← Matrix.mul_kronecker_mul, hp.cyc, hp.rev, one_mul, Matrix.kronecker_smul]
    module
  · have h2 := congrFun (congrFun (congrFun h 2) (0, 0)) (0, 0)
    simp [pauli, Matrix.kroneckerMap_apply] at h2

end

end PauliVectorProducts
```

```lean
#print axioms PauliVectorProducts.pauli_vector_product
#print axioms PauliVectorProducts.pauli_square_iff
#print axioms PauliVectorProducts.zeeman_g_factor
```

```
'PauliVectorProducts.pauli_vector_product' depends on axioms: [propext, Classical.choice, Quot.sound]
'PauliVectorProducts.pauli_square_iff' depends on axioms: [propext, Classical.choice, Quot.sound]
'PauliVectorProducts.zeeman_g_factor' depends on axioms: [propext, Classical.choice, Quot.sound]
```

## Lean names and physical quantities

`R` is the operator algebra, and a triple is a function `Fin 3 → R`. `IsPauliTriple` holds the two multiplication rules, `dot` and `cross` are the ordered products, and `Commute (σ i) (A j)` says that the spin commutes with the orbital operators. The symbol `•` multiplies an operator by a complex number.

`KineticCommutator q A B` contains the physics of the magnetic field. Here `A` is the kinetic momentum, not the vector potential. For momentum \(p\) and vector potential \(a\), \(A=p-qa\) satisfies these relations with \(B=\nabla\times a\), in units with \(\hbar=1\). The charge \(q\) carries its sign and is negative for an electron. The theorems allow complex \(q\), \(m\) and \(g\); physical charge and mass are real.

`pauli_vector_product` and `pauli_square` are the two displayed formulas. `pauli_square_iff` adds the converse, under the extra hypothesis `hB` that `σ` commutes with `B`. In `zeeman_g_factor` that property is derived, and `B ≠ 0` means that at least one component of the field is nonzero.

## How the proof follows the algebra

`IsPauliTriple.rev` derives the reversed products, and `IsPauliTriple.table` lists all six products of distinct components. In `pauli_vector_product`, the local statement `key` moves the second Pauli factor past `A`. The call to `simp only` expands the nine terms and inserts the table, and `module` collects the coefficients. `pauli_square` substitutes the commutators for `cross A A`.

`anticommutator_dot` checks the anticommutator for each of the three values of `k`, and `eq_zero_of_dot_eq_zero` halves the result. In `pauli_square_iff`, the step `hz` shows that \(\sigma\cdot D=0\) for the triple called \(D\) above, and `hv` applies `eq_zero_of_dot_eq_zero` to it. In `zeeman_g_factor`, `hc` shows that the field commutes with the spin, `hY` that \(\sigma\cdot B\) is nonzero, and `hz` isolates the factor \(g-2\).

`pauli_isPauliTriple` verifies the usual 2×2 matrices entry by entry. `kineticCommutator_witness` gives a finite example on two spin-1/2 factors: \(\sigma\) acts on the first, while \(A=B\) is the Pauli triple of the second, with \(q=2\). These 4×4 matrices give a program an exact case to reproduce, \((\sigma\cdot A)^2=3-2\,\sigma\cdot A\).

## Limits for grids, domains and the measured g-factor

The identities are exact for any matrices that satisfy the hypotheses, but a discretisation may fail to satisfy them. Every commutator of finite matrices has zero trace, so for \(q\neq0\) a nonzero uniform field, with each \(B_j\) a number times the identity, cannot obey `KineticCommutator` exactly on a finite grid. The product formula still holds there, with the actual commutators of the discretised \(A_j\) in place of \(\mathrm i qB_j\). It also requires \(A\cdot A\) to be the sum of squares of those same matrices; a separately chosen Laplacian stencil generally introduces a difference. These consequences for grids follow from ordinary matrix algebra and are not theorems of the file.

The algebraic setting leaves out operator domains, self-adjointness and convergence with grid spacing. The relation between \(A\) and \(B\) is a hypothesis; the file does not construct it from a vector potential.

The value \(g=2\) belongs to a Hamiltonian whose kinetic energy is postulated to be \((\sigma\cdot A)^2/2m\). The theorem fixes the Zeeman coefficient within that one-particle model and does not include the radiative corrections that shift the electron's measured g-factor away from 2.
